# The lowest NOCI energies of noninteracting fragments add in the full product basis

Let $H_A, H_B$ be Hermitian matrices and $S_A, S_B$ positive definite overlap matrices, each of nonzero finite size. The lowest generalised eigenvalue of

$$H = H_A\otimes S_B + S_A\otimes H_B,\qquad S = S_A\otimes S_B$$

is the sum of the lowest generalised eigenvalues of $(H_A,S_A)$ and $(H_B,S_B)$. For two noninteracting fragments whose matrix elements factorise in this way, nonorthogonal configuration interaction (NOCI) is therefore size-consistent when the dimer basis consists of exactly all products of the fragment basis states.

## Fragment matrices, levels and product states

The fragments A and B have basis states labelled by the finite types `m` and `n`.

In Lean 4 with Mathlib:

```lean
import Mathlib

open Matrix
open scoped Kronecker Pointwise ComplexOrder

namespace FragmentProductNOCI

noncomputable section

variable {m n : Type*} [Fintype m] [Fintype n] [DecidableEq m] [DecidableEq n]
```

A level is a real $E$ for which $Hc = E\,Sc$ has a nonzero solution $c$. The set `levels H S` records which energies occur, not their degeneracies.

```lean
/-- The real energies `E` for which the nonorthogonal CI equation `H c = E S c` has a
nonzero solution. -/
def levels {n : Type*} [Fintype n] (H S : Matrix n n ℂ) : Set ℝ :=
  {E | ∃ c : n → ℂ, c ≠ 0 ∧ H *ᵥ c = (E : ℂ) • (S *ᵥ c)}
```

The lowest level is defined as an infimum; part (d) shows that it is attained.

```lean
/-- The infimum of the energies of the nonorthogonal CI equation. -/
def lowestLevel {n : Type*} [Fintype n] (H S : Matrix n n ℂ) : ℝ := sInf (levels H S)
```

In the dimer matrix each fragment Hamiltonian is multiplied by the other fragment's overlap, because the basis states are not orthogonal. This form assumes that there is no interaction and that matrix elements between product states factorise. For electrons, that describes fragments with fixed electron numbers and mutually orthogonal orbital spaces. Charge-transfer states and truncated product bases are not covered.

```lean
/-- The Hamiltonian matrix of two noninteracting fragments in the basis of products of
nonorthogonal fragment states. -/
def dimerH {m n : Type*} (HA SA : Matrix m m ℂ) (HB SB : Matrix n n ℂ) :
    Matrix (m × n) (m × n) ℂ :=
  HA ⊗ₖ SB + SA ⊗ₖ HB
```

The product of fragment states with coefficients $a_i$ and $b_j$ has coefficients $a_i b_j$, indexed by the pair $(i,j)$.

```lean
/-- The coefficient vector of the product of two fragment states. -/
def productState {m n : Type*} (a : m → ℂ) (b : n → ℂ) : m × n → ℂ :=
  fun p => a p.1 * b p.2
```

## (a) Diagonalise a Hermitian matrix

**Task.** For Hermitian $A$, find $U$ with $U^\dagger U=1$ and $U^\dagger AU$ diagonal and real.

**Solution.** Take an orthonormal eigenbasis of $A$ as the columns of $U$. Then $A=U\Lambda U^\dagger$, with the real eigenvalues on the diagonal of $\Lambda$, and

$$U^\dagger AU=(U^\dagger U)\Lambda(U^\dagger U)=\Lambda.$$

The code takes $A=U\Lambda U^\dagger$ from Mathlib's spectral theorem; its `calc` block is the line above.

```lean
/-- A Hermitian matrix is brought to the diagonal form of its eigenvalues by a unitary. -/
theorem exists_unitary_diagonal {A : Matrix n n ℂ} (hA : A.IsHermitian) :
    ∃ U : Matrix n n ℂ, Uᴴ * U = 1 ∧
      Uᴴ * A * U = diagonal (fun i => (hA.eigenvalues i : ℂ)) := by
  have h := hA.spectral_theorem
  rw [Unitary.conjStarAlgAut_apply] at h
  have hU : (hA.eigenvectorUnitary : Matrix n n ℂ)ᴴ * (hA.eigenvectorUnitary : Matrix n n ℂ) = 1 :=
    Unitary.coe_star_mul_self hA.eigenvectorUnitary
  refine ⟨(hA.eigenvectorUnitary : Matrix n n ℂ), hU, ?_⟩
  generalize (hA.eigenvectorUnitary : Matrix n n ℂ) = U at *
  refine (congrArg (fun M => Uᴴ * M * U) h).trans ?_
  change Uᴴ * (U * diagonal (fun i => (hA.eigenvalues i : ℂ)) * Uᴴ) * U = _
  calc _ = (Uᴴ * U) * diagonal (fun i => (hA.eigenvalues i : ℂ)) * (Uᴴ * U) := by
        simp only [Matrix.mul_assoc]
    _ = _ := by rw [hU, Matrix.one_mul, Matrix.mul_one]
```

## (b) Find modes orthonormal in the overlap metric

**Task.** For Hermitian $H$ and positive definite $S$, find $C$ and real $e_i$ with $C^\dagger SC=1$ and $C^\dagger HC=\mathrm{diag}(e_i)$.

**Solution.** Positive definiteness says that the basis states are linearly independent. By (a), $U^\dagger SU=\mathrm{diag}(s_i)$, now with $s_i>0$. Put $r_i=s_i^{-1/2}$ and $X=U\,\mathrm{diag}(r_i)$. This is canonical orthogonalisation:

$$X^\dagger SX=\mathrm{diag}(r_i s_i r_i)=1.$$

The matrix $X^\dagger HX$ is Hermitian, so (a) gives a unitary $V$ that diagonalises it, with eigenvalues $e_i$. For $C=XV$,

$$C^\dagger SC=V^\dagger V=1,\qquad C^\dagger HC=V^\dagger(X^\dagger HX)V=\mathrm{diag}(e_i).$$

The code builds `X` and `V` in this order, and `hc` regroups the products for $C=XV$.

```lean
/-- For a Hermitian `H` and a positive definite overlap `S` there are CI vectors, the columns
of `C`, that are orthonormal in the metric `S` and diagonalise `H` with real entries. -/
theorem exists_orthonormal_modes {H S : Matrix n n ℂ} (hH : H.IsHermitian) (hS : S.PosDef) :
    ∃ (C : Matrix n n ℂ) (e : n → ℝ),
      Cᴴ * S * C = 1 ∧ Cᴴ * H * C = diagonal (fun i => (e i : ℂ)) := by
  obtain ⟨U, -, hUS⟩ := exists_unitary_diagonal hS.isHermitian
  have key : ∀ s t : ℝ, s ≠ 0 → s * s = t → s⁻¹ * t * s⁻¹ = 1 := by
    rintro s t h rfl
    field_simp
  -- Canonical orthogonalisation: scale the eigenvectors of S by inverse square roots.
  obtain ⟨r, hr⟩ : ∃ r : n → ℝ, ∀ i, r i * hS.isHermitian.eigenvalues i * r i = 1 :=
    ⟨fun i => (√(hS.isHermitian.eigenvalues i))⁻¹, fun i =>
      key _ _ (Real.sqrt_pos.mpr (hS.eigenvalues_pos i)).ne'
        (Real.mul_self_sqrt (hS.eigenvalues_pos i).le)⟩
  obtain ⟨X, hX⟩ : ∃ X : Matrix n n ℂ, Xᴴ * S * X = 1 := by
    refine ⟨U * diagonal (fun i => (r i : ℂ)), ?_⟩
    have hR : (diagonal (fun i => (r i : ℂ)))ᴴ = diagonal (fun i => (r i : ℂ)) := by
      rw [diagonal_conjTranspose]
      congr 1
      funext i
      simp
    calc _ = diagonal (fun i => (r i : ℂ)) * (Uᴴ * S * U) * diagonal (fun i => (r i : ℂ)) := by
          rw [conjTranspose_mul, hR]
          simp only [Matrix.mul_assoc]
      _ = 1 := by
          rw [hUS, diagonal_mul_diagonal, diagonal_mul_diagonal, ← diagonal_one]
          congr 1
          funext i
          exact_mod_cast hr i
  -- Diagonalise the Hamiltonian in the orthogonalised basis.
  have hK : (Xᴴ * H * X).IsHermitian := isHermitian_conjTranspose_mul_mul X hH
  obtain ⟨V, hV, hVK⟩ := exists_unitary_diagonal hK
  have hc : ∀ M : Matrix n n ℂ, (X * V)ᴴ * M * (X * V) = Vᴴ * (Xᴴ * M * X) * V := by
    intro M
    simp only [conjTranspose_mul, Matrix.mul_assoc]
  refine ⟨X * V, hK.eigenvalues, ?_, ?_⟩
  · rw [hc, hX, Matrix.mul_one, hV]
  · rw [hc, hVK]
```

## (c) Read the levels off the diagonal

**Task.** Given such a $C$, show that the levels are exactly the numbers $e_i$.

**Solution.** The matrices are square, so $C^\dagger SC=1$ also gives $CC^\dagger S=1$ and $SCC^\dagger=1$.

Suppose $Hc=E\,Sc$ with $c\neq0$. Put $x=C^\dagger Sc$. Then $c=Cx$, hence $x\neq0$, and

$$\mathrm{diag}(e_i)\,x=C^\dagger HCx=C^\dagger Hc=E\,C^\dagger Sc=E\,x.$$

Some component $x_i$ is nonzero, and that component gives $E=e_i$.

Conversely,

$$HC=(SCC^\dagger)HC=SC\,\mathrm{diag}(e_i),$$

so column $i$ of $C$ solves the equation at energy $e_i$. It is nonzero, since $C^\dagger S$ maps it to the $i$-th unit vector.

The two bullets after `constructor` are these two directions; `Pi.single i 1` is the unit vector that selects the column.

```lean
/-- If the columns of `C` are orthonormal in the metric `S` and diagonalise `H`, the energies
of the nonorthogonal CI equation are exactly the diagonal entries. -/
theorem levels_eq_range {H S C : Matrix n n ℂ} {e : n → ℝ} (hS : Cᴴ * S * C = 1)
    (hH : Cᴴ * H * C = diagonal (fun i => (e i : ℂ))) : levels H S = Set.range e := by
  have h1 : S * C * Cᴴ = 1 := mul_eq_one_comm.mp (by rw [← Matrix.mul_assoc]; exact hS)
  have h2 : C * (Cᴴ * S) = 1 := mul_eq_one_comm.mp hS
  ext E
  constructor
  · rintro ⟨c, hc, hE⟩
    -- Expand c in the columns of C.
    obtain ⟨x, hx⟩ : ∃ x, x = (Cᴴ * S) *ᵥ c := ⟨_, rfl⟩
    have hCx : C *ᵥ x = c := by rw [hx, mulVec_mulVec, h2, one_mulVec]
    have hD : diagonal (fun i => (e i : ℂ)) *ᵥ x = (E : ℂ) • x := by
      calc _ = Cᴴ *ᵥ (H *ᵥ (C *ᵥ x)) := by
            rw [← hH]
            simp only [mulVec_mulVec, Matrix.mul_assoc]
        _ = _ := by rw [hCx, hE, mulVec_smul, mulVec_mulVec, ← hx]
    have hx0 : x ≠ 0 := by
      intro h
      apply hc
      rw [← hCx, h, mulVec_zero]
    obtain ⟨i, hi⟩ := Function.ne_iff.mp hx0
    have h := congrFun hD i
    rw [mulVec_diagonal, Pi.smul_apply, smul_eq_mul] at h
    exact ⟨i, by exact_mod_cast mul_right_cancel₀ hi h⟩
  · rintro ⟨i, rfl⟩
    -- The i-th column of C solves the equation.
    have hHC : H * C = S * C * diagonal (fun i => (e i : ℂ)) := by
      calc H * C = (S * C * Cᴴ) * (H * C) := by rw [h1, Matrix.one_mul]
        _ = S * C * (Cᴴ * H * C) := by simp only [Matrix.mul_assoc]
        _ = _ := by rw [hH]
    have hD : diagonal (fun i => (e i : ℂ)) *ᵥ Pi.single i (1 : ℂ)
        = (e i : ℂ) • Pi.single i (1 : ℂ) := by
      ext j
      rcases eq_or_ne j i with rfl | h <;> simp [mulVec_diagonal, *]
    refine ⟨C *ᵥ Pi.single i 1, fun h0 => ?_, ?_⟩
    · have h := congrArg (fun v => (Cᴴ * S) *ᵥ v) h0
      simp only [mulVec_mulVec, hS, one_mulVec, mulVec_zero] at h
      have h' := congrFun h i
      simp at h'
    · rw [mulVec_mulVec, hHC, ← mulVec_mulVec, hD, mulVec_smul, mulVec_mulVec]
```

## (d) Show that the lowest level is attained

**Task.** For Hermitian $H$ and positive definite $S$ in a nonempty basis, show that the infimum of the levels is itself a level.

**Solution.** By (b) and (c) the levels are the values $e_i$, a finite nonempty set of real numbers. Such a set contains its infimum. `IsLeast` states both halves: the number belongs to the set, and no member lies below it.

```lean
/-- In a nonempty basis the infimum of the energies is itself an energy of the nonorthogonal
CI equation, and no energy lies below it. -/
theorem lowestLevel_isLeast [Nonempty n] {H S : Matrix n n ℂ} (hH : H.IsHermitian)
    (hS : S.PosDef) : IsLeast (levels H S) (lowestLevel H S) := by
  obtain ⟨C, e, h1, h2⟩ := exists_orthonormal_modes hH hS
  unfold lowestLevel
  rw [levels_eq_range h1 h2]
  exact ⟨(Set.range_nonempty e).csInf_mem (Set.finite_range e),
    fun _ h => csInf_le (Set.finite_range e).bddBelow h⟩
```

## (e) Find all levels of the dimer

**Task.** For Hermitian $H_A,H_B$ and positive definite $S_A,S_B$, show that the dimer levels are exactly the sums of a level of A and a level of B.

**Solution.** Let $C,e_i$ be the modes and energies of A from (b), and $D,f_j$ those of B. For any $M$ and $N$,

$$(C\otimes D)^\dagger(M\otimes N)(C\otimes D)=(C^\dagger MC)\otimes(D^\dagger ND).$$

The overlap therefore becomes $1\otimes1=1$, and the Hamiltonian becomes

$$\mathrm{diag}(e_i)\otimes1+1\otimes\mathrm{diag}(f_j)=\mathrm{diag}(e_i+f_j).$$

By (c), the dimer levels are the numbers $e_i+f_j$.

In the code `hk` is the product rule, and `h1` and `h2` are the transformed overlap and Hamiltonian. The `+` between two sets of levels denotes the set of all pairwise sums.

```lean
/-- The energies of two noninteracting fragments in the product basis are exactly the sums of
an energy of the first fragment and an energy of the second. -/
theorem levels_dimer {HA SA : Matrix m m ℂ} {HB SB : Matrix n n ℂ}
    (hHA : HA.IsHermitian) (hSA : SA.PosDef) (hHB : HB.IsHermitian) (hSB : SB.PosDef) :
    levels (dimerH HA SA HB SB) (SA ⊗ₖ SB) = levels HA SA + levels HB SB := by
  obtain ⟨C, e, hC1, hC2⟩ := exists_orthonormal_modes hHA hSA
  obtain ⟨D, f, hD1, hD2⟩ := exists_orthonormal_modes hHB hSB
  have hk : ∀ (M : Matrix m m ℂ) (N : Matrix n n ℂ),
      (C ⊗ₖ D)ᴴ * (M ⊗ₖ N) * (C ⊗ₖ D) = (Cᴴ * M * C) ⊗ₖ (Dᴴ * N * D) := by
    intro M N
    rw [conjTranspose_kronecker, mul_kronecker_mul, mul_kronecker_mul]
  -- Products of fragment modes are modes of the dimer.
  have h1 : (C ⊗ₖ D)ᴴ * (SA ⊗ₖ SB) * (C ⊗ₖ D) = 1 := by
    rw [hk, hC1, hD1, one_kronecker_one]
  have h2 : (C ⊗ₖ D)ᴴ * dimerH HA SA HB SB * (C ⊗ₖ D)
      = diagonal (fun p : m × n => ((e p.1 + f p.2 : ℝ) : ℂ)) := by
    rw [dimerH, Matrix.mul_add, Matrix.add_mul, hk, hk, hC1, hC2, hD1, hD2]
    ext ⟨i, j⟩ ⟨k, l⟩
    by_cases hik : i = k <;> by_cases hjl : j = l <;>
      simp [kroneckerMap_apply, one_apply, hik, hjl]
  rw [levels_eq_range h1 h2, levels_eq_range hC1 hC2, levels_eq_range hD1 hD2]
  ext E
  simp [Set.mem_add]
```

## (f) Add the lowest levels

**Task.** Under the hypotheses of (e), and with nonempty fragment bases, deduce that the lowest dimer level is the sum of the fragments' lowest levels.

**Solution.** Let $E_A$ and $E_B$ be the lowest fragment levels, which are attained by (d). Their sum is a dimer level by (e). Any dimer level is $a+b$ with $a\ge E_A$ and $b\ge E_B$, so it is at least $E_A+E_B$.

With one state per fragment the matrices are numbers $h_A,h_B$ and $s_A,s_B>0$, and the result reads

$$\frac{h_As_B+s_Ah_B}{s_As_B}=\frac{h_A}{s_A}+\frac{h_B}{s_B}.$$

The code proves that the sum is the least element of the set of sums, then uses (e) to identify that set with the dimer levels.

```lean
/-- The lowest energy of two noninteracting fragments in the basis of products of nonorthogonal
fragment states is the sum of the lowest energies of the fragments. -/
theorem lowestLevel_dimer [Nonempty m] [Nonempty n]
    {HA SA : Matrix m m ℂ} {HB SB : Matrix n n ℂ}
    (hHA : HA.IsHermitian) (hSA : SA.PosDef) (hHB : HB.IsHermitian) (hSB : SB.PosDef) :
    lowestLevel (dimerH HA SA HB SB) (SA ⊗ₖ SB) = lowestLevel HA SA + lowestLevel HB SB := by
  have hA := lowestLevel_isLeast hHA hSA
  have hB := lowestLevel_isLeast hHB hSB
  have h : IsLeast (levels HA SA + levels HB SB) (lowestLevel HA SA + lowestLevel HB SB) := by
    refine ⟨Set.add_mem_add hA.1 hB.1, ?_⟩
    rintro _ ⟨a, ha, b, hb, rfl⟩
    exact add_le_add (hA.2 ha) (hB.2 hb)
  rw [← levels_dimer hHA hSA hHB hSB] at h
  exact h.csInf_eq
```

## (g) Check the product state directly

**Task.** Let $H_Aa=E_A S_Aa$ and $H_Bb=E_B S_Bb$, where $E_A,E_B$ are now any complex numbers. Show that $a\otimes b$ solves the dimer equation at $E_A+E_B$.

**Solution.** A Kronecker product acts on each factor separately, so

$$\begin{aligned}
H(a\otimes b)&=H_Aa\otimes S_Bb+S_Aa\otimes H_Bb\\
&=(E_A+E_B)\,S_Aa\otimes S_Bb\\
&=(E_A+E_B)\,S(a\otimes b).
\end{aligned}$$

Neither Hermiticity nor positive definiteness is used. If $a$ and $b$ are nonzero, so is $a\otimes b$, because some $a_ib_j\neq0$.

Here `hk` proves the factorwise action by expanding the double sum, and the final `ring` collects the two energies.

```lean
omit [DecidableEq m] [DecidableEq n] in
/-- The product of a solution for each fragment solves the CI equation of the two noninteracting
fragments at the sum of the two energies. -/
theorem productState_solves {HA SA : Matrix m m ℂ} {HB SB : Matrix n n ℂ}
    {a : m → ℂ} {b : n → ℂ} {EA EB : ℂ}
    (ha : HA *ᵥ a = EA • (SA *ᵥ a)) (hb : HB *ᵥ b = EB • (SB *ᵥ b)) :
    dimerH HA SA HB SB *ᵥ productState a b
      = (EA + EB) • ((SA ⊗ₖ SB) *ᵥ productState a b) := by
  -- A Kronecker product acts on each factor separately.
  have hk : ∀ (M : Matrix m m ℂ) (N : Matrix n n ℂ),
      (M ⊗ₖ N) *ᵥ productState a b = productState (M *ᵥ a) (N *ᵥ b) := by
    intro M N
    ext ⟨i, j⟩
    simp only [productState, mulVec, dotProduct, kroneckerMap_apply, Fintype.sum_prod_type,
      Finset.sum_mul_sum]
    exact Finset.sum_congr rfl fun k _ => Finset.sum_congr rfl fun l _ => by ring
  rw [dimerH, add_mulVec, hk, hk, hk, ha, hb]
  ext p
  simp only [productState, Pi.add_apply, Pi.smul_apply, smul_eq_mul]
  ring

end

end FragmentProductNOCI
```

```lean
#print axioms FragmentProductNOCI.lowestLevel_dimer
-- 'FragmentProductNOCI.lowestLevel_dimer' depends on axioms: [propext, Classical.choice, Quot.sound]
#print axioms FragmentProductNOCI.productState_solves
-- 'FragmentProductNOCI.productState_solves' depends on axioms: [propext, Classical.choice, Quot.sound]
```
